# Free energy differences along a smooth path of finite spectra

For a system with finitely many energy levels that depend continuously differentiably on a real parameter $s$, at a fixed positive inverse temperature, the free energy difference between two values of $s$ is the integral over $s$ of the Gibbs average of the level derivatives. This is thermodynamic integration. Parts (a) to (d) derive it, and parts (e) to (i) treat levels that are linear in $s$, where the endpoint averages bound the free energy difference from both sides.

## Levels, weights and averages

Let $i$ run over a finite set of states with real energies $E_i$. A degenerate level appears once for each of its states. The inverse temperature is $b = 1/(k_BT)$, where $k_B$ is Boltzmann's constant and $T$ the temperature. Define

$$Z(E)=\sum_i e^{-bE_i},\qquad F(E)=-\frac{\ln Z(E)}{b},\qquad \langle A\rangle_E=\frac{\sum_i e^{-bE_i}A_i}{Z(E)},$$

where $A_i$ is the value of an observable in state $i$.

In Lean the states form a finite type `ι`, and a spectrum and an observable are both functions `ι → ℝ`. There are no operators or wavefunctions: an observable enters only through one number per state.

```lean
import Mathlib

open Finset

namespace ThermodynamicIntegration

noncomputable section

variable {ι : Type*} [Fintype ι]
```

The three definitions follow the formulas above, beginning with $Z$.

```lean
/-- The canonical partition function of the levels `E i` at inverse temperature `b`. -/
def partitionFunction (b : ℝ) (E : ι → ℝ) : ℝ := ∑ i, Real.exp (-b * E i)
```

The free energy is the Helmholtz one, with the sign convention just given.

```lean
/-- The Helmholtz free energy `-(log Z) / b`, for nonzero `b` and at least one level. -/
def freeEnergy (b : ℝ) (E : ι → ℝ) : ℝ := -Real.log (partitionFunction b E) / b
```

The average takes the spectrum `E`, which sets the weights, and the observable `A` as separate arguments.

```lean
/-- The Gibbs average of an observable with value `A i` in level `i`, for at least one level. -/
def gibbsAverage (b : ℝ) (E A : ι → ℝ) : ℝ :=
  (∑ i, Real.exp (-b * E i) * A i) / partitionFunction b E
```

## (a) Positivity of the partition function

**Task.** Show that a spectrum with at least one state satisfies

$$Z(E)>0.$$

**Solution.** Every term $e^{-bE_i}$ is positive, and the sum has at least one term.

The requirement of at least one state is `[Nonempty ι]` in Lean. The sign of $b$ plays no part.

```lean
/-- The partition function of a nonempty spectrum is positive. -/
theorem partitionFunction_pos [Nonempty ι] (b : ℝ) (E : ι → ℝ) :
    0 < partitionFunction b E :=
  Finset.sum_pos (fun _ _ => Real.exp_pos _) Finset.univ_nonempty
```

## (b) Slope of the partition function

**Task.** Let the levels be functions $E_i(s)$ with derivatives $E_i'$ at the point $s$. Show that

$$\frac{d}{ds}Z(E(s))=-b\sum_i e^{-bE_i(s)}E_i'.$$

**Solution.** By the chain rule, each term has derivative $e^{-bE_i(s)}\,(-bE_i')$. The sum is finite, so it can be differentiated term by term, and the common factor $-b$ comes out.

A path of spectra is a function `E : ℝ → ι → ℝ`. The statement `HasDerivAt f f' s` says that `f` is differentiable at `s` with derivative `f'`. In the proof, `hi` is the chain rule for one term, `HasDerivAt.fun_sum` adds the terms, and `Finset.mul_sum` handles the common factor.

```lean
/-- When the levels move at rates `E' i`, the partition function changes at the rate
`-b` times the Boltzmann-weighted sum of these rates. -/
theorem hasDerivAt_partitionFunction (b : ℝ) {E : ℝ → ι → ℝ} {E' : ι → ℝ} {s : ℝ}
    (h : ∀ i, HasDerivAt (fun t => E t i) (E' i) s) :
    HasDerivAt (fun t => partitionFunction b (E t))
      (-b * ∑ i, Real.exp (-b * E s i) * E' i) s := by
  have hi : ∀ i ∈ (Finset.univ : Finset ι), HasDerivAt (fun t => Real.exp (-b * E t i))
      (Real.exp (-b * E s i) * (-b * E' i)) s :=
    fun i _ => ((h i).const_mul (-b)).exp
  refine (HasDerivAt.fun_sum hi).congr_deriv ?_
  rw [Finset.mul_sum]
  exact Finset.sum_congr rfl fun i _ => by ring
```

## (c) Slope of the free energy

**Task.** For $b>0$ and at least one state, show that

$$\frac{d}{ds}F(E(s))=\langle E'\rangle_{E(s)}.$$

**Solution.** Since $Z>0$ by (a), the logarithm can be differentiated. With (b),

$$\frac{dF}{ds}=-\frac1b\,\frac{1}{Z}\frac{dZ}{ds}=-\frac1b\cdot\frac{-b\sum_i e^{-bE_i}E_i'}{Z}=\frac{\sum_i e^{-bE_i}E_i'}{Z}.$$

The Lean proof applies the same rules in the same order. The auxiliary identity `key` is the cancellation of $b$.

```lean
/-- The derivative of the free energy along a path of spectra is the Gibbs average of the
derivatives of the levels. -/
theorem hasDerivAt_freeEnergy [Nonempty ι] {b : ℝ} (hb : 0 < b) {E : ℝ → ι → ℝ}
    {E' : ι → ℝ} {s : ℝ} (h : ∀ i, HasDerivAt (fun t => E t i) (E' i) s) :
    HasDerivAt (fun t => freeEnergy b (E t)) (gibbsAverage b (E s) E') s := by
  have key : ∀ S Z : ℝ, -(-b * S / Z) / b = S / Z := by
    intro S Z
    have hbb : b * b⁻¹ = 1 := mul_inv_cancel₀ hb.ne'
    linear_combination (S / Z) * hbb
  have hZ := hasDerivAt_partitionFunction b h
  exact ((hZ.log (partitionFunction_pos b (E s)).ne').fun_neg.div_const b).congr_deriv
    (key _ _)
```

## (d) Thermodynamic integration

**Task.** Let every $E_i(s)$ be continuously differentiable on the real line, and let $b>0$. Show that for any real $s_0$ and $s_1$

$$F(E(s_1))-F(E(s_0))=\int_{s_0}^{s_1}\Big\langle \frac{dE}{ds}\Big\rangle_{E(s)}\,ds.$$

**Solution.** By (c), the integrand is the derivative of $F(E(s))$ at every $s$. Written out, it is

$$\frac{\sum_i e^{-bE_i(s)}E_i'(s)}{\sum_i e^{-bE_i(s)}}.$$

Numerator and denominator are finite sums of continuous functions, and the denominator is never zero, so the integrand is continuous. The fundamental theorem of calculus gives the claim. Setting $s_0=0$ and $s_1=1$ gives the usual form.

The hypothesis `ContDiff ℝ 1` is continuous differentiability on all of $\mathbb R$, and `deriv` is the derivative of a level. The integral is oriented, so $s_1<s_0$ is allowed. In the proof, `hd` supplies the derivatives, `hc` is the continuity of the integrand, and the last step is the fundamental theorem.

For a finite-dimensional quantum Hamiltonian, the theorem applies when its eigenvalues are followed along continuously differentiable branches. Levels sorted by energy can have kinks where they cross, and then they do not meet the hypothesis.

```lean
/-- Thermodynamic integration: the free energy difference between two points of a continuously
differentiable path of spectra is the integral of the Gibbs average of `dE/ds`. -/
theorem thermodynamic_integration [Nonempty ι] {b : ℝ} (hb : 0 < b) {E : ℝ → ι → ℝ}
    (hE : ∀ i, ContDiff ℝ 1 (fun s => E s i)) (s₀ s₁ : ℝ) :
    freeEnergy b (E s₁) - freeEnergy b (E s₀) =
      ∫ s in s₀..s₁, gibbsAverage b (E s) (fun i => deriv (fun t => E t i) s) := by
  have hd : ∀ s i, HasDerivAt (fun t => E t i) (deriv (fun t => E t i) s) s :=
    fun s i => ((hE i).differentiable (by norm_num) s).hasDerivAt
  have hw : ∀ i, Continuous (fun s => Real.exp (-b * E s i)) :=
    fun i => Real.continuous_exp.comp (continuous_const.mul (hE i).continuous)
  -- the integrand is continuous because the partition function never vanishes
  have hc : Continuous
      (fun s => gibbsAverage b (E s) (fun i => deriv (fun t => E t i) s)) := by
    unfold gibbsAverage
    refine Continuous.div ?_ ?_ (fun s => (partitionFunction_pos b (E s)).ne')
    · exact continuous_finsetSum _ fun i _ => (hw i).mul ((hE i).continuous_deriv le_rfl)
    · exact continuous_finsetSum _ fun i _ => hw i
  exact (intervalIntegral.integral_eq_sub_of_hasDerivAt
    (fun s _ => hasDerivAt_freeEnergy hb (hd s)) (hc.intervalIntegrable _ _)).symm
```

## (e) A linearly shifted level

**Task.** Let $V_i$ be a fixed energy shift for state $i$. Show that

$$\frac{d}{ds}\,(E_i+sV_i)=V_i.$$

**Solution.** The constant $E_i$ contributes nothing, and $sV_i$ has slope $V_i$.

From here on, `E` is a fixed spectrum and no longer a path. Physically, the perturbation is diagonal in the energy eigenbasis of the unperturbed system: it moves the levels and leaves the states alone.

```lean
omit [Fintype ι] in
/-- A level shifted linearly by `t * V i` moves at the rate `V i`. -/
theorem hasDerivAt_linearLevel (E V : ι → ℝ) (s : ℝ) (i : ι) :
    HasDerivAt (fun t => E i + t * V i) (V i) s :=
  (((hasDerivAt_id' s).mul_const (V i)).const_add (E i)).congr_deriv (one_mul _)
```

## (f) Switching on a perturbation

**Task.** Write $\langle A\rangle_s$ for the Gibbs average with levels $E_i+sV_i$. For $b>0$, show that

$$F(E+V)-F(E)=\int_0^1\langle V\rangle_s\,ds.$$

**Solution.** Apply (d) to the path $E_i+sV_i$, which is continuously differentiable, between $s_0=0$ and $s_1=1$. The endpoints are the spectra $E$ and $E+V$, and by (e) the level derivative in the integrand is $V_i$.

In Lean, `fun_prop` checks the smoothness, `hd` replaces the derivative by `V i`, and `simpa` evaluates the path at its endpoints.

In a simulation, one runs the system at several values of $s$, records the mean of $V$ at each, and integrates these means with a quadrature rule. The result then carries the statistical error of the means and the error of the quadrature. The identity here is for a finite spectrum; a simulation of classical particles moving in space averages over continuous configurations instead.

```lean
/-- For levels `E + s V`, the free energy of switching on `V` is the integral over the coupling
`s` from 0 to 1 of the Gibbs average of `V`. -/
theorem linear_coupling [Nonempty ι] {b : ℝ} (hb : 0 < b) (E V : ι → ℝ) :
    freeEnergy b (fun i => E i + V i) - freeEnergy b E =
      ∫ s in (0 : ℝ)..1, gibbsAverage b (fun i => E i + s * V i) V := by
  have h := thermodynamic_integration hb (E := fun s i => E i + s * V i)
    (fun i => by fun_prop) 0 1
  have hd : ∀ s i, deriv (fun t => E i + t * V i) s = V i :=
    fun s i => (hasDerivAt_linearLevel E V s i).deriv
  simpa only [hd, zero_mul, one_mul, add_zero] using h
```

## (g) The variance is nonnegative

**Task.** Show that for any observable $A$ on a spectrum with at least one state

$$\langle A\rangle_E^2\le\langle A^2\rangle_E.$$

**Solution.** Let $w_i=e^{-bE_i}$ and $m=\langle A\rangle_E$, so that $\sum_i w_iA_i=mZ$. Then

$$0\le\sum_i w_i(A_i-m)^2=\sum_i w_iA_i^2-2m\sum_i w_iA_i+m^2Z=\sum_i w_iA_i^2-m^2Z.$$

Dividing by $Z>0$ gives $m^2\le\langle A^2\rangle_E$.

In the Lean proof, `hS` is the relation $mZ=\sum_i w_iA_i$, `hexp` is the expansion of the square, and `hpos` is its nonnegativity.

```lean
/-- The square of a Gibbs average is at most the Gibbs average of the square. -/
theorem sq_gibbsAverage_le [Nonempty ι] (b : ℝ) (E A : ι → ℝ) :
    gibbsAverage b E A ^ 2 ≤ gibbsAverage b E (fun i => A i ^ 2) := by
  have hZ := partitionFunction_pos b E
  obtain ⟨m, hm⟩ : ∃ m, m = gibbsAverage b E A := ⟨_, rfl⟩
  have hS : m * partitionFunction b E = ∑ i, Real.exp (-b * E i) * A i := by
    rw [hm]
    exact div_mul_cancel₀ _ hZ.ne'
  -- expand the nonnegative weighted sum of squared deviations from the mean
  have hexp : ∑ i, Real.exp (-b * E i) * (A i - m) ^ 2 =
      ∑ i, Real.exp (-b * E i) * A i ^ 2 - 2 * m * ∑ i, Real.exp (-b * E i) * A i
        + m ^ 2 * partitionFunction b E := by
    unfold partitionFunction
    rw [Finset.mul_sum, Finset.mul_sum, ← Finset.sum_sub_distrib, ← Finset.sum_add_distrib]
    exact Finset.sum_congr rfl fun i _ => by ring
  have hpos : 0 ≤ ∑ i, Real.exp (-b * E i) * (A i - m) ^ 2 :=
    Finset.sum_nonneg fun i _ => by positivity
  rw [← hm]
  unfold gibbsAverage
  rw [le_div_iff₀ hZ]
  rw [hexp, ← hS] at hpos
  linarith
```

## (h) Slope of the average perturbation

**Task.** Show that along the levels $E_i+sV_i$

$$\frac{d}{ds}\langle V\rangle_s=-b\left(\langle V^2\rangle_s-\langle V\rangle_s^2\right).$$

**Solution.** Let $w_i=e^{-b(E_i+sV_i)}$, $N=\sum_i w_iV_i$ and $S=\sum_i w_iV_i^2$, so that $\langle V\rangle_s=N/Z$. Since $dw_i/ds=-bV_iw_i$, we have $N'=-bS$ and $Z'=-bN$. The quotient rule gives

$$\frac{N'Z-NZ'}{Z^2}=\frac{-bSZ+bN^2}{Z^2}=-b\left(\frac SZ-\Big(\frac NZ\Big)^2\right).$$

In Lean, `hN` and `hZ` are the derivatives of numerator and denominator, and `key` is the final rearrangement.

```lean
/-- Along the levels `E + s V`, the Gibbs average of `V` changes at the rate `-b` times the
variance of `V`. -/
theorem hasDerivAt_gibbsAverage [Nonempty ι] (b : ℝ) (E V : ι → ℝ) (s : ℝ) :
    HasDerivAt (fun t => gibbsAverage b (fun i => E i + t * V i) V)
      (-b * (gibbsAverage b (fun i => E i + s * V i) (fun i => V i ^ 2)
        - gibbsAverage b (fun i => E i + s * V i) V ^ 2)) s := by
  have key : ∀ N S Z : ℝ, Z ≠ 0 →
      (-b * S * Z - N * (-b * N)) / Z ^ 2 = -b * (S / Z - (N / Z) ^ 2) := by
    intro N S Z hZ
    have hzz : Z * Z⁻¹ = 1 := mul_inv_cancel₀ hZ
    linear_combination (-b * S * Z⁻¹) * hzz
  have hi : ∀ i ∈ (Finset.univ : Finset ι),
      HasDerivAt (fun t => Real.exp (-b * (E i + t * V i)) * V i)
        (Real.exp (-b * (E i + s * V i)) * (-b * V i) * V i) s :=
    fun i _ => (((hasDerivAt_linearLevel E V s i).const_mul (-b)).exp).mul_const (V i)
  have hN : HasDerivAt (fun t => ∑ i, Real.exp (-b * (E i + t * V i)) * V i)
      (-b * ∑ i, Real.exp (-b * (E i + s * V i)) * V i ^ 2) s := by
    refine (HasDerivAt.fun_sum hi).congr_deriv ?_
    rw [Finset.mul_sum]
    exact Finset.sum_congr rfl fun i _ => by ring
  have hZ := hasDerivAt_partitionFunction b (E := fun t i => E i + t * V i)
    (hasDerivAt_linearLevel E V s)
  have hne := (partitionFunction_pos b (fun i => E i + s * V i)).ne'
  exact (hN.fun_div hZ hne).congr_deriv (key _ _ _ hne)
```

## (i) Bounds from the two end ensembles

**Task.** For $b>0$ and at least one state, show that

$$\langle V\rangle_1\le F(E+V)-F(E)\le\langle V\rangle_0.$$

**Solution.** By (g) and (h), the slope of $\langle V\rangle_s$ is $-b$ times a nonnegative number, so $\langle V\rangle_s$ never increases with $s$. Hence $\langle V\rangle_1\le\langle V\rangle_s\le\langle V\rangle_0$ for $0\le s\le1$. Integrating over this interval of length one and using (f) gives both bounds. Equality is possible, for instance when all $V_i$ are equal.

In Lean, `hanti` is the monotonicity (`Antitone` means non-increasing), and `integral_mono_on` compares the integral with that of each constant endpoint value.

The upper bound is the kind used in variational estimates of free energies, where $E$ is a solvable reference; here it is established for a finite spectrum with a perturbation diagonal in the reference eigenbasis. The Gibbs–Bogoliubov inequality for a perturbation that does not commute with the reference Hamiltonian needs a further argument, because the levels are then generally not linear in $s$.

```lean
/-- At positive `b`, the free energy of switching on `V` lies between the Gibbs average of `V` in
the final ensemble and that in the initial ensemble. -/
theorem gibbs_bogoliubov [Nonempty ι] {b : ℝ} (hb : 0 < b) (E V : ι → ℝ) :
    gibbsAverage b (fun i => E i + V i) V ≤
        freeEnergy b (fun i => E i + V i) - freeEnergy b E ∧
      freeEnergy b (fun i => E i + V i) - freeEnergy b E ≤ gibbsAverage b E V := by
  -- the integrand never increases with the coupling: its slope is minus b times a variance
  have hanti : Antitone (fun s : ℝ => gibbsAverage b (fun i => E i + s * V i) V) := by
    refine antitone_of_deriv_nonpos
      (fun s => (hasDerivAt_gibbsAverage b E V s).differentiableAt) (fun s => ?_)
    rw [(hasDerivAt_gibbsAverage b E V s).deriv]
    have hv := sq_gibbsAverage_le b (fun i => E i + s * V i) V
    have hm := mul_nonneg hb.le (sub_nonneg.mpr hv)
    linarith
  have hint := hanti.intervalIntegrable (μ := MeasureTheory.volume) (a := 0) (b := 1)
  rw [linear_coupling hb E V]
  constructor
  · have h := intervalIntegral.integral_mono_on zero_le_one
      (continuous_const.intervalIntegrable 0 1) hint (fun s hs => hanti hs.2)
    simpa only [intervalIntegral.integral_const, sub_zero, one_smul, one_mul] using h
  · have h := intervalIntegral.integral_mono_on zero_le_one hint
      (continuous_const.intervalIntegrable 0 1) (fun s hs => hanti hs.1)
    simpa only [intervalIntegral.integral_const, sub_zero, one_smul, zero_mul, add_zero] using h

end

end ThermodynamicIntegration
```

```lean
#print axioms ThermodynamicIntegration.hasDerivAt_freeEnergy
#print axioms ThermodynamicIntegration.gibbs_bogoliubov
```

```
'ThermodynamicIntegration.hasDerivAt_freeEnergy' depends on axioms: [propext, Classical.choice, Quot.sound]
'ThermodynamicIntegration.gibbs_bogoliubov' depends on axioms: [propext, Classical.choice, Quot.sound]
```

## Two states in numbers

Take $b=1$, two states with $E=(0,0)$, and $V=(0,1)$, with energies in units of $k_BT$. Then $Z=1+e^{-s}$ along the path, and

$$\langle V\rangle_s=\frac{e^{-s}}{1+e^{-s}}=\frac{1}{1+e^{s}}.$$

The free energy difference follows directly from the partition functions:

$$F(E+V)-F(E)=\ln 2-\ln(1+e^{-1})\approx0.37989.$$

The averages at $s=0,\tfrac12,1$ are $0.50000$, $0.37754$ and $0.26894$. They decrease, as (h) requires, and the outer two bracket the free energy difference, as in (i). Simpson's rule on these three values gives

$$\frac{0.50000+4(0.37754)+0.26894}{6}\approx0.37985,$$

which differs from the direct result by about $3.5\times10^{-5}$ when more digits are kept. This difference is the quadrature error, since the averages were computed without sampling.
